# Unit spins have exchange energy at least ∑ᵢ λᵢ when J − diag(λ) is positive semidefinite

Suppose a classical spin configuration has been relaxed until no spin feels a torque. Nothing in that condition says that the energy is the lowest possible. Two antiferromagnetically coupled spins that point the same way are torque-free too, and they sit at the maximum of the energy. The unit-length constraints make the set of allowed configurations non-convex, so a search that has stopped may have stopped at a local minimum or at a saddle. A lower energy from another run would rule the candidate out, but the failure of other runs to find one doesn't by itself prove that the candidate is a global minimum.

A lower bound that holds for all configurations at once does prove it, if the candidate attains the bound. The bound below is for isotropic exchange between classical spins, with energy $\sum_{i,j}J_{ij}\,s_i\cdot s_j$ summed over ordered pairs of sites. It requires numbers $\lambda_i$, one for each site, such that $J-\mathrm{diag}(\lambda)$ is positive semidefinite. On a finite cluster, it can thus certify that the result of a numerical minimisation is a global minimum, whenever such $\lambda_i$ exist and the candidate satisfies the matching field equations.

## Energy, unit length and ground states

The sites form a finite set $n$, and each site $i$ carries a vector $s_i\in\mathbb R^d$. No lattice or translation symmetry is assumed. The case $d=1$ is the Ising model, $d=2$ describes planar spins and $d=3$ Heisenberg spins.

```lean
import Mathlib

open Matrix

namespace LuttingerTisza

noncomputable section

variable {n : Type*} [Fintype n] {d : ℕ}
```

The couplings form a real matrix $J$, and the energy is

$$E_J(s)=\sum_{i,j}J_{ij}\,s_i\cdot s_j .$$

```lean
/-- The classical exchange energy `∑ᵢⱼ Jᵢⱼ sᵢ·sⱼ`, summed over all ordered pairs of sites. -/
def energy (J : Matrix n n ℝ) (s : n → Fin d → ℝ) : ℝ :=
  ∑ i, ∑ j, J i j * (s i ⬝ᵥ s j)
```

The sum runs over ordered pairs, so for symmetric $J$ each bond counts twice. There is no minus sign in front, so a positive $J_{ij}$ is antiferromagnetic. In Lean a configuration is a function `s : n → Fin d → ℝ`, and `⬝ᵥ` is the ordinary dot product.

The spins are classical vectors of fixed length, $s_i\cdot s_i=1$ for every $i$.

```lean
/-- Every spin of the configuration has unit length. -/
def UnitSpins (s : n → Fin d → ℝ) : Prop := ∀ i, s i ⬝ᵥ s i = 1
```

The neighbours of site $i$ act on it through

$$h_i=\sum_j J_{ij}\,s_j .$$

```lean
/-- The exchange field `∑ⱼ Jᵢⱼ sⱼ` at site `i`. -/
def exchangeField (J : Matrix n n ℝ) (s : n → Fin d → ℝ) (i : n) : Fin d → ℝ :=
  ∑ j, J i j • s j
```

For symmetric $J$ the gradient of $E_J$ with respect to $s_i$ is $2h_i$. The effective field of spin dynamics is defined with minus the gradient, so it points along $-h_i$. Stationarity under the length constraints therefore reads $h_i=\lambda_i s_i$, where $\lambda_i$ is the Lagrange multiplier of the constraint at site $i$. Taking the dot product with $s_i$ gives $\lambda_i=s_i\cdot h_i$, so a torque-free candidate supplies its own multipliers.

For each Cartesian direction $a$, the components $s_{i,a}$ at all sites are collected into one vector $v_a$ with entries $(v_a)_i=s_{i,a}$.

```lean
/-- The Cartesian component `a` of all spins, as a vector indexed by the sites. -/
def component (s : n → Fin d → ℝ) (a : Fin d) : n → ℝ := fun i => s i a
```

A ground state is a unit configuration $s$ with $E_J(s)\le E_J(t)$ for every unit configuration $t$ of the same spin dimension $d$.

```lean
/-- A ground state is a unit-spin configuration of least energy among all unit-spin
configurations of the same spin dimension. -/
def IsGroundState (J : Matrix n n ℝ) (s : n → Fin d → ℝ) : Prop :=
  UnitSpins s ∧ ∀ t : n → Fin d → ℝ, UnitSpins t → energy J s ≤ energy J t
```

This is a global minimum at zero temperature, within classical spins. Quantum fluctuations, magnetic fields and anisotropic couplings are absent from the model.

## One quadratic form for each Cartesian direction

Isotropic exchange doesn't mix the directions. Writing out the dot product and exchanging the finite sums gives

$$E_J(s)=\sum_{i,j}J_{ij}\sum_a s_{i,a}s_{j,a}=\sum_a\sum_{i,j}s_{i,a}J_{ij}s_{j,a}=\sum_a v_a^{T}Jv_a .$$

```lean
/-- The exchange energy is a sum of one quadratic form in `J` for each Cartesian component. -/
theorem energy_eq_sum_components (J : Matrix n n ℝ) (s : n → Fin d → ℝ) :
    energy J s = ∑ a, component s a ⬝ᵥ J *ᵥ component s a := by
  simp only [energy, component, dotProduct, Matrix.mulVec, Finset.mul_sum]
  symm
  rw [Finset.sum_comm]
  refine Finset.sum_congr rfl fun i _ => ?_
  rw [Finset.sum_comm]
  refine Finset.sum_congr rfl fun j _ => Finset.sum_congr rfl fun a _ => ?_
  ring
```

The identity needs neither unit length nor symmetry of $J$. The two uses of `Finset.sum_comm` are the exchanges of sums, and `ring` reorders the factors in each term.

## Unit length turns the diagonal shift into a constant

Put $M=J-\mathrm{diag}(\lambda)$. The subtracted part contributes

$$\sum_{i,j}\lambda_i\delta_{ij}\,s_i\cdot s_j=\sum_i\lambda_i\,s_i\cdot s_i=\sum_i\lambda_i ,$$

and therefore $E_J(s)=E_M(s)+\sum_i\lambda_i$.

```lean
variable [DecidableEq n]

/-- For unit spins, subtracting `diag(λ)` from the couplings lowers the energy by the
constant `∑ᵢ λᵢ`. -/
theorem energy_shift (J : Matrix n n ℝ) (lam : n → ℝ) {s : n → Fin d → ℝ}
    (hs : UnitSpins s) :
    energy J s = energy (J - diagonal lam) s + ∑ i, lam i := by
  have hdiag : ∑ i, ∑ j, diagonal lam i j * (s i ⬝ᵥ s j) = ∑ i, lam i := by
    refine Finset.sum_congr rfl fun i _ => ?_
    rw [Finset.sum_eq_single i]
    · rw [diagonal_apply_eq, hs i, mul_one]
    · intro j _ hj
      rw [diagonal_apply_ne _ hj.symm, zero_mul]
    · intro hi
      exact absurd (Finset.mem_univ i) hi
  simp only [energy, Matrix.sub_apply, sub_mul, Finset.sum_sub_distrib]
  linarith
```

This is where the length constraint enters the bound. The auxiliary statement `hdiag` is the displayed sum: only $j=i$ survives, and `hs i` replaces $s_i\cdot s_i$ by 1.

## The lower bound

Now let $M$ be positive semidefinite. Then every direction $a$ contributes

$$v_a^{T}Mv_a\ge 0 .$$

```lean
/-- Each Cartesian component contributes a nonnegative amount to the shifted energy. -/
theorem component_nonneg {J : Matrix n n ℝ} {lam : n → ℝ}
    (hJ : (J - diagonal lam).PosSemidef) (s : n → Fin d → ℝ) (a : Fin d) :
    0 ≤ component s a ⬝ᵥ (J - diagonal lam) *ᵥ component s a := by
  have h := hJ.dotProduct_mulVec_nonneg (component s a)
  rwa [star_trivial] at h
```

The hypothesis `(J - diagonal lam).PosSemidef` includes symmetry of the matrix over the reals. Since the diagonal part is symmetric, $J$ is symmetric as well, and no separate assumption is needed. The lemma `star_trivial` removes a complex conjugation that does nothing to real numbers.

Combining the three facts gives

$$E_J(s)=\sum_i\lambda_i+\sum_a v_a^{T}Mv_a\ \ge\ \sum_i\lambda_i .$$

```lean
/-- **Luttinger-Tisza bound** with site-dependent multipliers: if `J - diag(λ)` is positive
semidefinite, every unit-spin configuration has energy at least `∑ᵢ λᵢ`. -/
theorem luttinger_tisza_bound {J : Matrix n n ℝ} {lam : n → ℝ}
    (hJ : (J - diagonal lam).PosSemidef) {s : n → Fin d → ℝ} (hs : UnitSpins s) :
    ∑ i, lam i ≤ energy J s := by
  rw [energy_shift J lam hs, energy_eq_sum_components]
  have h := Finset.sum_nonneg fun a (_ : a ∈ Finset.univ) => component_nonneg hJ s a
  linarith
```

The theorem takes $\lambda$ as given and doesn't construct it. If all $\lambda_i$ are set equal to the smallest eigenvalue $\lambda_{\min}$ of a symmetric $J$, the bound becomes $N\lambda_{\min}$ for $N$ sites. On a periodic lattice the Luttinger–Tisza method finds that eigenvalue by Fourier transformation over wavevectors. The development here has no Fourier step, but it lets the multipliers differ from site to site, which matters when the sites are inequivalent.

## Equality means that the field equations hold

The $i$-th entry of $Mv_a$ is

$$(Mv_a)_i=\sum_jJ_{ij}s_{j,a}-\lambda_is_{i,a}=(h_i-\lambda_is_i)_a ,$$

so $M$ measures how far the configuration is from solving $h_i=\lambda_is_i$.

Let $M$ be positive semidefinite, as in the bound, and let $s$ be a unit configuration. Suppose that $E_J(s)=\sum_i\lambda_i$. Then $\sum_a v_a^TMv_a=0$, and since no term is negative, each one vanishes. A vanishing quadratic form of a positive semidefinite matrix forces $Mv_a=0$. To see this, take any vector $w$ and any real $\varepsilon$. By symmetry of $M$,

$$0\le (v_a+\varepsilon w)^TM(v_a+\varepsilon w)=2\varepsilon\,w^TMv_a+\varepsilon^2\,w^TMw .$$

For small $\varepsilon$ of either sign the linear term would win, so $w^TMv_a=0$. The choice $w=Mv_a$ gives $|Mv_a|^2=0$. Hence $h_i=\lambda_is_i$ at every site.

Conversely, if the field equations hold, then $Mv_a=0$ for every $a$, all the quadratic forms vanish, and the energy equals $\sum_i\lambda_i$.

```lean
/-- A unit-spin configuration attains the bound exactly when the exchange field at each
site `i` equals `λᵢ sᵢ`. -/
theorem energy_eq_bound_iff {J : Matrix n n ℝ} {lam : n → ℝ}
    (hJ : (J - diagonal lam).PosSemidef) {s : n → Fin d → ℝ} (hs : UnitSpins s) :
    energy J s = ∑ i, lam i ↔ ∀ i, exchangeField J s i = lam i • s i := by
  -- the shifted matrix measures the violation of the field equation
  have key : ∀ a i, ((J - diagonal lam) *ᵥ component s a) i
      = exchangeField J s i a - lam i * s i a := by
    intro a i
    rw [Matrix.sub_mulVec, Pi.sub_apply, Matrix.mulVec_diagonal]
    simp [exchangeField, component, Matrix.mulVec, dotProduct, Finset.sum_apply]
  rw [energy_shift J lam hs, energy_eq_sum_components]
  constructor
  · intro h0 i
    have hz : ∑ a, component s a ⬝ᵥ (J - diagonal lam) *ᵥ component s a = 0 := by
      linarith
    have ha := (Finset.sum_eq_zero_iff_of_nonneg
      (fun a _ => component_nonneg hJ s a)).1 hz
    ext a
    -- a vanishing positive semidefinite form forces a null vector
    have hm : (J - diagonal lam) *ᵥ component s a = 0 :=
      (hJ.dotProduct_mulVec_zero_iff _).1 (by
        rw [star_trivial]
        exact ha a (Finset.mem_univ a))
    have hk := key a i
    rw [hm] at hk
    simp only [Pi.zero_apply, Pi.smul_apply, smul_eq_mul] at hk ⊢
    linarith
  · intro hf
    have hm : ∀ a, (J - diagonal lam) *ᵥ component s a = 0 := by
      intro a
      ext i
      rw [key, hf i]
      simp
    simp [hm]
```

The statement `key` is the formula for $(Mv_a)_i$. In the forward direction, `Finset.sum_eq_zero_iff_of_nonneg` passes from the vanishing sum to its vanishing terms, and Mathlib's `dotProduct_mulVec_zero_iff` supplies the step from $v_a^TMv_a=0$ to $Mv_a=0$. In the other direction, `hm` states that $Mv_a=0$, and simplification does the rest.

## If M is positive semidefinite, solutions of the field equations are ground states

Both theorems of this section assume that $M=J-\mathrm{diag}(\lambda)$ is positive semidefinite, which is the hypothesis `hJ` in Lean. Let $s$ be a unit configuration with $h_i=\lambda_is_i$ at every site, and let $t$ be any unit configuration. Then

$$E_J(s)=\sum_i\lambda_i\le E_J(t).$$

```lean
/-- A unit-spin configuration whose exchange field is `λᵢ sᵢ` at every site is a ground
state. -/
theorem isGroundState_of_field {J : Matrix n n ℝ} {lam : n → ℝ}
    (hJ : (J - diagonal lam).PosSemidef) {s : n → Fin d → ℝ} (hs : UnitSpins s)
    (hf : ∀ i, exchangeField J s i = lam i • s i) : IsGroundState J s := by
  refine ⟨hs, fun t ht => ?_⟩
  rw [(energy_eq_bound_iff hJ hs).2 hf]
  exact luttinger_tisza_bound hJ ht
```

The proof uses the equality criterion for $s$ and the bound for $t$. Positive semidefiniteness is what separates this conclusion from mere stationarity. For the two parallel spins of the opening, with coupling 1, the field equations hold with $\lambda_0=\lambda_1=1$, but $M$ then has $-1$ on its diagonal and isn't positive semidefinite.

Once one such $s$ is known, with $M$ positive semidefinite, the multipliers are shared by all ground states. If $t$ is a ground state, then

$$\sum_i\lambda_i\le E_J(t)\le E_J(s)=\sum_i\lambda_i ,$$

so $t$ attains the bound and solves the field equations with the same $\lambda$.

```lean
/-- If one unit-spin configuration `s` solves the field equations with multipliers `λ`, then
every ground state `t` solves them with the same multipliers. -/
theorem field_of_isGroundState {J : Matrix n n ℝ} {lam : n → ℝ}
    (hJ : (J - diagonal lam).PosSemidef) {s t : n → Fin d → ℝ} (hs : UnitSpins s)
    (hf : ∀ i, exchangeField J s i = lam i • s i) (ht : IsGroundState J t) :
    ∀ i, exchangeField J t i = lam i • t i := by
  refine (energy_eq_bound_iff hJ ht.1).1 (le_antisymm ?_ (luttinger_tisza_bound hJ ht.1))
  rw [← (energy_eq_bound_iff hJ hs).2 hf]
  exact ht.2 s hs
```

The call to `le_antisymm` closes this chain of inequalities. The ground state itself need not be unique, since a common rotation of all spins leaves the energy unchanged.

A ground state need not attain any bound of this kind. Take three Ising spins with all bonds equal to 1. The state up, up, down has the lowest energy, $-2$, and its field equations fix $\lambda=(0,0,-2)$. The upper left $2\times2$ block of $M$ then has determinant $-1$, so the semidefiniteness test fails for a true ground state. A failed test therefore leaves the question open; this example rests on the arithmetic just given and isn't formalised here.

## A frustrated trimer with three different multipliers

Three sites are joined by antiferromagnetic bonds of strength 12, 15 and 20:

$$J=\begin{pmatrix}0&12&15\\12&0&20\\15&20&0\end{pmatrix}.$$

```lean
/-- Couplings of a trimer with three unequal antiferromagnetic bonds. -/
def trimerJ : Matrix (Fin 3) (Fin 3) ℝ := !![0, 12, 15; 12, 0, 20; 15, 20, 0]
```

The multipliers are $\lambda=(-9,-16,-25)$.

```lean
/-- Site-dependent multipliers for the trimer. -/
def trimerLam : Fin 3 → ℝ := ![-9, -16, -25]
```

The planar spins are $s_0=(1,0)$, $s_1=(0,1)$ and $s_2=(-\tfrac35,-\tfrac45)$. They satisfy $3s_0+4s_1+5s_2=0$, so the weighted vectors close a right triangle.

```lean
/-- Three planar spins `s` with `3 s₀ + 4 s₁ + 5 s₂ = 0`. -/
def trimerSpins : Fin 3 → Fin 2 → ℝ := ![![1, 0], ![0, 1], ![-3/5, -4/5]]
```

With $u=(3,4,5)$ the shifted matrix is $M=uu^T$, and for every $x\in\mathbb R^3$

$$x^TMx=(3x_0+4x_1+5x_2)^2\ge0 .$$

The spins have unit length because $\left(\tfrac35\right)^2+\left(\tfrac45\right)^2=1$. The field equations follow from $J=uu^T+\mathrm{diag}(\lambda)$:

$$h_i=\lambda_is_i+u_i\,(3s_0+4s_1+5s_2)=\lambda_is_i .$$

```lean
/-- The trimer couplings, multipliers and spins satisfy positive semidefiniteness, unit
length and the field equations. -/
theorem trimer_witness : (trimerJ - diagonal trimerLam).PosSemidef ∧
    UnitSpins trimerSpins ∧
    ∀ i, exchangeField trimerJ trimerSpins i = trimerLam i • trimerSpins i := by
  refine ⟨?_, ?_, ?_⟩
  · have hM : trimerJ - diagonal trimerLam = !![9, 12, 15; 12, 16, 20; 15, 20, 25] := by
      ext i j
      fin_cases i <;> fin_cases j <;> simp [trimerJ, trimerLam]
    rw [hM]
    refine Matrix.PosSemidef.of_dotProduct_mulVec_nonneg ?_ fun x => ?_
    · ext i j
      fin_cases i <;> fin_cases j <;> simp
    · -- the quadratic form is a perfect square
      have hx : star x ⬝ᵥ !![9, 12, 15; 12, 16, 20; 15, 20, 25] *ᵥ x
          = (3 * x 0 + 4 * x 1 + 5 * x 2) ^ 2 := by
        simp [Matrix.mulVec, dotProduct, Fin.sum_univ_three]
        ring
      rw [hx]
      positivity
  · intro i
    fin_cases i <;> norm_num [trimerSpins, dotProduct, Fin.sum_univ_two]
  · intro i
    ext a
    fin_cases i <;> fin_cases a <;>
      simp [exchangeField, trimerJ, trimerLam, trimerSpins, Fin.sum_univ_three] <;>
      norm_num
```

Lean computes the entries of $M$ in `hM` and the perfect square in `hx`. It checks unit length and the field equations entry by entry, without using the factorisation $uu^T$ for the latter.

The general theorem now makes the configuration a ground state, with energy

$$E_J(s)=-9-16-25=-50 .$$

The bonds give the same number directly: $2\,[\,12\cdot0+15\cdot(-\tfrac35)+20\cdot(-\tfrac45)\,]=-50$. If each bond is counted once, the energy is $-25$.

```lean
/-- The planar trimer configuration is a ground state, and its energy is `-50`. -/
theorem trimer_ground_state :
    IsGroundState trimerJ trimerSpins ∧ energy trimerJ trimerSpins = -50 := by
  obtain ⟨hJ, hs, hf⟩ := trimer_witness
  refine ⟨isGroundState_of_field hJ hs hf, ?_⟩
  rw [(energy_eq_bound_iff hJ hs).2 hf]
  simp [trimerLam, Fin.sum_univ_three]
  norm_num

end

end LuttingerTisza
```

The comparison in `trimer_ground_state` is with planar configurations, because `trimerSpins` has $d=2$. The bound itself holds for every $d$, so no configuration of three-dimensional unit spins has an energy below $-50$ either. A single common multiplier could not have certified this state: attaining its bound would require $h_i=\lambda s_i$ with the same $\lambda$ at all three sites, whereas the values here are $-9$, $-16$ and $-25$.

```lean
#print axioms LuttingerTisza.luttinger_tisza_bound
#print axioms LuttingerTisza.field_of_isGroundState
#print axioms LuttingerTisza.trimer_ground_state
```

```
'LuttingerTisza.luttinger_tisza_bound' depends on axioms: [propext, Classical.choice, Quot.sound]
'LuttingerTisza.field_of_isGroundState' depends on axioms: [propext, Classical.choice, Quot.sound]
'LuttingerTisza.trimer_ground_state' depends on axioms: [propext, Classical.choice, Quot.sound]
```
